# The ground-energy difference as the sign-problem exponent of a finite real Hamiltonian

When a Monte Carlo run is extended to lower temperature, its average sign can shrink, and the sampling cost then grows. The problems below find the rate and prefactor of the average sign at low temperature, when the partition function is expanded in the off-diagonal elements of a finite real symmetric matrix $H$, such as the Hamiltonian of the uniform electron gas in a finite basis of plane-wave determinants. The continuum limit and the sampling algorithm itself are not treated.

The type `n` labels the basis states, and $N$ is their number, `Fintype.card n`. For a real matrix, `H.IsHermitian` means symmetric.

In Lean 4 with Mathlib:

```lean
import Mathlib

open Matrix Filter Topology NormedSpace

namespace SignProblemExponent

noncomputable section

variable {n : Type*} [Fintype n] [DecidableEq n] {H : Matrix n n ℝ}
```

Expanding $\operatorname{tr}e^{-bH}$ in off-diagonal elements can give weights of both signs. Taking their absolute values replaces $H$ by its companion $B$, `signFree H`, which depends on the basis.

```lean
/-- The sign-free companion of `H`: the same diagonal, and every off-diagonal element
replaced by minus its absolute value. -/
def signFree (H : Matrix n n ℝ) : Matrix n n ℝ :=
  Matrix.of fun i j => if i = j then H i j else -|H i j|
```

The partition function is $Z_b(H)=\operatorname{tr}e^{-bH}$, with the true matrix exponential and no time-step error. If the terms of the expansion are sampled in proportion to their absolute values, the average sign is $Z_b(H)/Z_b(B)$. This is the average sign meant below; other sampling schemes can have a different one.

```lean
/-- The partition function `tr exp(-bH)` at inverse temperature `b`. -/
def partitionFn (b : ℝ) (H : Matrix n n ℝ) : ℝ :=
  (NormedSpace.exp ((-b) • H)).trace
```

With eigenvalues $\varepsilon_i$ of $H$, the ground energy is $E_H=\min_i\varepsilon_i$ for $N\ge1$.

```lean
/-- The lowest eigenvalue of a real symmetric matrix of nonzero size. -/
def groundEnergy (hH : H.IsHermitian) : ℝ := ⨅ i, hH.eigenvalues i
```

The degeneracy $g_H$ counts the $i$ with $\varepsilon_i=E_H$. $E_B$ and $g_B$ are defined likewise.

```lean
/-- The number of eigenvalues, counted with multiplicity, equal to the ground energy of a
real symmetric matrix of nonzero size. -/
def groundDegeneracy (hH : H.IsHermitian) : ℕ :=
  (Finset.univ.filter fun i => hH.eigenvalues i = groundEnergy hH).card
```

## (a) Symmetry of the companion

Show that $B_{ji}=B_{ij}$ for symmetric $H$.

**Solution.** The case $i=j$ is trivial. Otherwise $B_{ji}=-|H_{ji}|=-|H_{ij}|=B_{ij}$. The code makes the same case split.

```lean
omit [Fintype n] in
/-- The sign-free companion of a real symmetric matrix is symmetric. -/
theorem signFree_isHermitian (hH : H.IsHermitian) : (signFree H).IsHermitian := by
  refine Matrix.IsHermitian.ext fun i j => ?_
  have h : H j i = H i j := by simpa using hH.apply i j
  by_cases hij : i = j
  · subst hij
    simp [signFree]
  · simp [signFree, hij, Ne.symm hij, h]
```

## (b) The trace as a sum over levels

Show for symmetric $H$ and every real $b$ that
$$Z_b(H)=\sum_i e^{-b\varepsilon_i}.$$

**Solution.** Write $H=UDU^{T}$ with $U$ orthogonal and $D=\operatorname{diag}(\varepsilon_i)$. Then $e^{-bH}=Ue^{-bD}U^{T}$, and cyclicity of the trace removes $U$. These steps are `spectral_theorem`, `Matrix.exp_conj` and `Matrix.trace_mul_comm`.

```lean
/-- The partition function of a real symmetric matrix is the sum of the Boltzmann factors
of its eigenvalues. -/
theorem partitionFn_eq_sum (hH : H.IsHermitian) (b : ℝ) :
    partitionFn b H = ∑ i, Real.exp (-b * hH.eigenvalues i) := by
  -- diagonalise `H` by an orthogonal matrix
  obtain ⟨U, hU, hs⟩ : ∃ U : Matrix n n ℝ, U * star U = 1 ∧
      H = U * diagonal hH.eigenvalues * star U := by
    refine ⟨hH.eigenvectorUnitary,
      Matrix.mem_unitaryGroup_iff.1 hH.eigenvectorUnitary.2, ?_⟩
    have h := hH.spectral_theorem
    rw [Unitary.conjStarAlgAut_apply] at h
    exact h
  have hU' : star U * U = 1 := mul_eq_one_comm.1 hU
  have hinv : U⁻¹ = star U := Matrix.inv_eq_right_inv hU
  have hunit : IsUnit U := ⟨⟨U, star U, hU, hU'⟩, rfl⟩
  have hd : diagonal (fun i => -b * hH.eigenvalues i)
      = (-b) • diagonal hH.eigenvalues := by
    ext i j
    by_cases h : i = j
    · subst h
      simp
    · simp [h]
  have hs' : (-b) • H = U * diagonal (fun i => -b * hH.eigenvalues i) * U⁻¹ := by
    rw [hd, hinv, Matrix.mul_smul, Matrix.smul_mul, ← hs]
  -- the trace does not see the change of basis
  unfold partitionFn
  rw [hs', Matrix.exp_conj _ _ hunit, Matrix.trace_mul_comm, ← mul_assoc, hinv, hU',
    one_mul, Matrix.exp_diagonal, Matrix.trace_diagonal]
  refine Finset.sum_congr rfl fun i _ => ?_
  -- evaluation at `i` is a continuous ring homomorphism, so it commutes with `exp`
  have h := NormedSpace.map_exp (Pi.evalRingHom (fun _ : n => ℝ) i) (continuous_apply i)
    (fun j => -b * hH.eigenvalues j)
  rw [Real.exp_eq_exp_ℝ]
  exact h
```

## (c) Positivity

Show that $Z_b(H)>0$ for symmetric $H$ with $N\ge1$.

**Solution.** By (b), it is a nonempty sum of positive terms.

```lean
/-- The partition function of a real symmetric matrix of nonzero size is positive. -/
theorem partitionFn_pos [Nonempty n] (hH : H.IsHermitian) (b : ℝ) :
    0 < partitionFn b H := by
  rw [partitionFn_eq_sum hH]
  exact Finset.sum_pos (fun i _ => Real.exp_pos _) Finset.univ_nonempty
```

## (d) Bounds on the logarithm

For symmetric $H$, $N\ge1$ and $b\ge0$, show that
$$-bE_H\le\ln Z_b(H)\le-bE_H+\ln N.$$

**Solution.** Keeping one ground-state term gives $Z_b(H)\ge e^{-bE_H}$. Since $\varepsilon_i\ge E_H$, each of the $N$ terms is at most $e^{-bE_H}$, so $Z_b(H)\le Ne^{-bE_H}$. Take logarithms. The two bullets of the proof are these two estimates. The docstring writes $n$ for the number $N$.

```lean
/-- For a real symmetric matrix of nonzero size and `b ≥ 0`, the logarithm of the partition
function lies between `-bE` and `-bE + ln n`, with `E` the ground energy and `n` the number
of basis states. -/
theorem log_partitionFn_bounds [Nonempty n] (hH : H.IsHermitian) {b : ℝ} (hb : 0 ≤ b) :
    -b * groundEnergy hH ≤ Real.log (partitionFn b H) ∧
    Real.log (partitionFn b H) ≤ -b * groundEnergy hH + Real.log (Fintype.card n) := by
  have hZ := partitionFn_pos hH b
  constructor
  · -- keep only one ground-state term
    obtain ⟨i, hi⟩ := exists_eq_ciInf_of_finite (f := hH.eigenvalues)
    rw [Real.le_log_iff_exp_le hZ, partitionFn_eq_sum hH, groundEnergy, ← hi]
    exact Finset.single_le_sum (f := fun i => Real.exp (-b * hH.eigenvalues i))
      (fun j _ => (Real.exp_pos _).le) (Finset.mem_univ i)
  · -- replace every term by the ground-state term
    have hle : partitionFn b H
        ≤ Fintype.card n * Real.exp (-b * groundEnergy hH) := by
      rw [partitionFn_eq_sum hH]
      calc ∑ i, Real.exp (-b * hH.eigenvalues i)
          ≤ ∑ _i : n, Real.exp (-b * groundEnergy hH) := by
            refine Finset.sum_le_sum fun i _ => Real.exp_le_exp.2 ?_
            have hi : groundEnergy hH ≤ hH.eigenvalues i :=
              ciInf_le (Set.finite_range _).bddBelow i
            nlinarith [mul_le_mul_of_nonneg_left hi hb]
        _ = Fintype.card n * Real.exp (-b * groundEnergy hH) := by simp
    have hn : (Fintype.card n : ℝ) ≠ 0 := Nat.cast_ne_zero.2 Fintype.card_ne_zero
    have h := Real.log_le_log hZ hle
    rw [Real.log_mul hn (Real.exp_pos _).ne', Real.log_exp] at h
    linarith
```

## (e) Error at finite temperature

For symmetric $H$, $N\ge1$ and $b>0$, show that
$$\left|\frac1b\ln\frac{Z_b(B)}{Z_b(H)}-(E_H-E_B)\right|\le\frac{\ln N}{b}.$$

**Solution.** Subtracting the bounds in (d) for $H$ from those for $B$ gives
$$b(E_H-E_B)-\ln N\le\ln\frac{Z_b(B)}{Z_b(H)}\le b(E_H-E_B)+\ln N.$$
Divide by $b$. In the code, `linarith` does the subtraction.

```lean
/-- For a real symmetric `H` of nonzero size with sign-free companion `B`, and every `b > 0`,
`(1/b) ln(tr exp(-bB) / tr exp(-bH))` differs from the ground energy of `H` minus that of `B` by at
most `ln N / b`, with `N` the number of basis states. -/
theorem exponent_error_le [Nonempty n] (hH : H.IsHermitian) {b : ℝ} (hb : 0 < b) :
    |Real.log (partitionFn b (signFree H) / partitionFn b H) / b
      - (groundEnergy hH - groundEnergy (signFree_isHermitian hH))|
      ≤ Real.log (Fintype.card n) / b := by
  have hB := signFree_isHermitian hH
  obtain ⟨h1, h2⟩ := log_partitionFn_bounds hH hb.le
  obtain ⟨h3, h4⟩ := log_partitionFn_bounds hB hb.le
  rw [Real.log_div (partitionFn_pos hB b).ne' (partitionFn_pos hH b).ne',
    le_div_iff₀ hb, ← abs_of_pos hb, ← abs_mul, abs_of_pos hb, sub_mul,
    div_mul_cancel₀ _ hb.ne', abs_le]
  constructor <;> linarith
```

## (f) The exponent

Under the same assumptions on $H$, show that
$$\lim_{b\to\infty}\frac1b\ln\frac{Z_b(B)}{Z_b(H)}=E_H-E_B.$$

**Solution.** The error in (e) is squeezed between $0$ and $\ln N/b\to0$; this is `squeeze_zero'`.

```lean
/-- For a real symmetric `H` of nonzero size with sign-free companion `B`,
`(1/b) ln(tr exp(-bB) / tr exp(-bH))` tends to the ground energy of `H` minus that of `B`
as `b` tends to infinity. -/
theorem exponent_tendsto [Nonempty n] (hH : H.IsHermitian) :
    Tendsto (fun b : ℝ => 1 / b * Real.log (partitionFn b (signFree H) / partitionFn b H))
      atTop (𝓝 (groundEnergy hH - groundEnergy (signFree_isHermitian hH))) := by
  have h0 : Tendsto (fun b : ℝ => Real.log (Fintype.card n) / b) atTop (𝓝 0) :=
    tendsto_const_nhds.div_atTop tendsto_id
  rw [tendsto_iff_norm_sub_tendsto_zero]
  refine squeeze_zero' (Eventually.of_forall fun b => norm_nonneg _) ?_ h0
  filter_upwards [eventually_gt_atTop (0 : ℝ)] with b hb
  rw [Real.norm_eq_abs, one_div_mul_eq_div]
  exact exponent_error_le hH hb
```

## (g) Degeneracy from the partition function

For symmetric $H$ with $N\ge1$, show that $Z_b(H)e^{bE_H}\to g_H$ as $b\to\infty$.

**Solution.** By (b), the product is $\sum_i e^{-b(\varepsilon_i-E_H)}$. Ground-state terms equal $1$ and the others tend to $0$. The step `key` proves this term by term, and `Finset.sum_boole` counts the ones.

```lean
/-- For a real symmetric matrix of nonzero size, the partition function with the ground-state
Boltzmann factor divided out tends to the ground-state degeneracy as `b` tends to infinity. -/
theorem partitionFn_mul_exp_tendsto (hH : H.IsHermitian) :
    Tendsto (fun b : ℝ => partitionFn b H * Real.exp (b * groundEnergy hH))
      atTop (𝓝 (groundDegeneracy hH : ℝ)) := by
  have key : ∀ i, Tendsto
      (fun b : ℝ => Real.exp (-b * hH.eigenvalues i) * Real.exp (b * groundEnergy hH))
      atTop (𝓝 (if hH.eigenvalues i = groundEnergy hH then 1 else 0)) := by
    intro i
    have e : (fun b : ℝ =>
        Real.exp (-b * hH.eigenvalues i) * Real.exp (b * groundEnergy hH))
        = fun b => Real.exp (-((hH.eigenvalues i - groundEnergy hH) * b)) := by
      funext b
      rw [← Real.exp_add]
      congr 1
      ring
    rw [e]
    split_ifs with h
    · have h' : hH.eigenvalues i - groundEnergy hH = 0 := sub_eq_zero.2 h
      simp [h']
    · -- excited states die out exponentially
      have hi : groundEnergy hH ≤ hH.eigenvalues i :=
        ciInf_le (Set.finite_range _).bddBelow i
      have hpos : 0 < hH.eigenvalues i - groundEnergy hH :=
        sub_pos.2 (lt_of_le_of_ne hi (Ne.symm h))
      exact Real.tendsto_exp_neg_atTop_nhds_zero.comp
        (Tendsto.const_mul_atTop hpos tendsto_id)
  have h := tendsto_finsetSum Finset.univ (fun i _ => key i)
  rw [Finset.sum_boole] at h
  refine h.congr fun b => ?_
  rw [partitionFn_eq_sum hH, Finset.sum_mul]
```

## (h) The prefactor of the average sign

For symmetric $H$ with $N\ge1$, show that
$$\frac{Z_b(H)}{Z_b(B)}\,e^{b(E_H-E_B)}\to\frac{g_H}{g_B}\qquad(b\to\infty).$$

**Solution.** Divide (g) for $H$ by (g) for $B$. This is allowed because $g_B\ge1$, which the code establishes as `hg`.

**A triangle in numbers.** Take three states with zero diagonal and every off-diagonal element $+1$. $H$ has eigenvalues $-1,-1,2$ and $B$ has $-2,1,1$, so $E_H-E_B=1$ and $g_H/g_B=2$. At $b=2$ the average sign is
$$\frac{2e^{2}+e^{-4}}{e^{4}+2e^{-2}}\approx0.270,$$
close to $2e^{-2}\approx0.271$. The finite-temperature estimate $\frac1b\ln\frac{Z_b(B)}{Z_b(H)}$ of the exponent is about $0.655$, an error of $0.345$ against the bound $\ln3/2\approx0.549$.

```lean
/-- For a real symmetric `H` of nonzero size with sign-free companion `B`, the average sign
`tr exp(-bH) / tr exp(-bB)` times `exp(b(E_H - E_B))`, with `E` the ground energies, tends to
the ratio of the ground-state degeneracies of `H` and `B` as `b` tends to infinity. -/
theorem averageSign_tendsto [Nonempty n] (hH : H.IsHermitian) :
    Tendsto (fun b : ℝ => partitionFn b H / partitionFn b (signFree H) *
        Real.exp (b * (groundEnergy hH - groundEnergy (signFree_isHermitian hH))))
      atTop (𝓝 ((groundDegeneracy hH : ℝ) /
        groundDegeneracy (signFree_isHermitian hH))) := by
  have hB := signFree_isHermitian hH
  have hg : (groundDegeneracy hB : ℝ) ≠ 0 := by
    obtain ⟨i, hi⟩ := exists_eq_ciInf_of_finite (f := hB.eigenvalues)
    exact Nat.cast_ne_zero.2
      (Finset.card_pos.2 ⟨i, Finset.mem_filter.2 ⟨Finset.mem_univ i, hi⟩⟩).ne'
  refine ((partitionFn_mul_exp_tendsto hH).div
    (partitionFn_mul_exp_tendsto hB) hg).congr fun b => ?_
  rw [mul_sub, Real.exp_sub]
  exact (div_mul_div_comm _ _ _ _).symm
```

## (i) Signs that can be flipped away

Let $s_i=\pm1$ satisfy $s_is_jH_{ij}\le0$ for all $i\ne j$. Show that $Z_b(B)=Z_b(H)$ for every real $b$.

**Solution.** Let $S=\operatorname{diag}(s_i)$, so $S^2=1$. Off the diagonal, $s_is_jH_{ij}$ has modulus $|H_{ij}|$ and is nonpositive, so it equals $-|H_{ij}|$. On the diagonal, $s_i^2=1$. Hence $B=SHS^{-1}$ (`hconj`), and the traces agree as in (b). Symmetry of $H$ is not needed.

The triangle admits no such choice: $s_1s_2$, $s_2s_3$ and $s_3s_1$ would all be $-1$, but their product is $+1$.

```lean
/-- If flipping the signs of some basis states makes every off-diagonal element of `H`
nonpositive, then `H` and its sign-free companion have the same partition function at every
inverse temperature. -/
theorem partitionFn_signFree_eq (s : n → ℝ) (hs : ∀ i, s i = 1 ∨ s i = -1)
    (hoff : ∀ i j, i ≠ j → s i * s j * H i j ≤ 0) (b : ℝ) :
    partitionFn b (signFree H) = partitionFn b H := by
  have hS : diagonal s * diagonal s = (1 : Matrix n n ℝ) := by
    rw [Matrix.diagonal_mul_diagonal, ← Matrix.diagonal_one]
    congr 1
    funext i
    rcases hs i with h | h <;> simp [h]
  have hinv : (diagonal s)⁻¹ = diagonal s := Matrix.inv_eq_right_inv hS
  have hunit : IsUnit (diagonal s) := ⟨⟨diagonal s, diagonal s, hS, hS⟩, rfl⟩
  -- the sign flips carry `H` into its sign-free companion
  have hconj : signFree H = diagonal s * H * (diagonal s)⁻¹ := by
    rw [hinv]
    ext i j
    rw [Matrix.mul_diagonal, Matrix.diagonal_mul]
    by_cases hij : i = j
    · subst hij
      rcases hs i with h | h <;> simp [signFree, h]
    · have h := hoff i j hij
      have e : signFree H i j = -|H i j| := by simp [signFree, hij]
      rw [e]
      rcases hs i with h1 | h1 <;> rcases hs j with h2 | h2 <;>
        rw [h1, h2] at h ⊢ <;>
        rcases abs_cases (H i j) with ⟨h3, h4⟩ | ⟨h3, h4⟩ <;> linarith
  have hsm : (-b) • signFree H = diagonal s * ((-b) • H) * (diagonal s)⁻¹ := by
    rw [hconj, Matrix.mul_smul, Matrix.smul_mul]
  unfold partitionFn
  rw [hsm, Matrix.exp_conj _ _ hunit, Matrix.trace_mul_comm, ← mul_assoc, hinv, hS,
    one_mul]

end

end SignProblemExponent
```

```lean
#print axioms SignProblemExponent.exponent_error_le
#print axioms SignProblemExponent.exponent_tendsto
#print axioms SignProblemExponent.averageSign_tendsto
#print axioms SignProblemExponent.partitionFn_signFree_eq
```

```
'SignProblemExponent.exponent_error_le' depends on axioms: [propext, Classical.choice, Quot.sound]
'SignProblemExponent.exponent_tendsto' depends on axioms: [propext, Classical.choice, Quot.sound]
'SignProblemExponent.averageSign_tendsto' depends on axioms: [propext, Classical.choice, Quot.sound]
'SignProblemExponent.partitionFn_signFree_eq' depends on axioms: [propext, Classical.choice, Quot.sound]
```
